# The dispersion energy of two equal, bilinearly coupled oscillators is at most its London term

Two one-dimensional harmonic oscillators of equal frequency w > 0 are coupled with strength k, where |k| < w², so both mode frequencies √(w² + k) and √(w² − k) are real and positive. With ħ = 1, the dispersion energy is half the sum of these mode frequencies minus the uncoupled zero-point energy w, and `dimer_london_bound` states that it is at most −k²/(8w³). In the file this energy is computed from the trace of an explicitly given 2 × 2 matrix. The proof sets t = k²/(4w³), bounds the product of the mode frequencies by w² − 2wt, and from that bounds their sum by 2w − t, each time by comparing squares.

An attempt in Lean 4 with a fault in it:

```lean
import Mathlib

open Matrix

namespace ManyBodyDispersion

noncomputable section

variable {n : Type*} [Fintype n] [DecidableEq n]

/-- The many-body dispersion energy: half the trace of `S` minus half the sum of the
frequencies `w` of the uncoupled oscillators. -/
def mbdEnergy (S : Matrix n n ℝ) (w : n → ℝ) : ℝ :=
  (S.trace - ∑ i, w i) / 2

/-- The matrix `S` for two equal oscillators of frequency `w` with coupling `k`, written with
the square roots of `w ^ 2 + k` and `w ^ 2 - k`. -/
def dimerRoot (w k : ℝ) : Matrix (Fin 2) (Fin 2) ℝ :=
  !![(√(w ^ 2 + k) + √(w ^ 2 - k)) / 2, (√(w ^ 2 + k) - √(w ^ 2 - k)) / 2;
     (√(w ^ 2 + k) - √(w ^ 2 - k)) / 2, (√(w ^ 2 + k) + √(w ^ 2 - k)) / 2]

/-- The dispersion energy of the dimer is at most the London term `-k ^ 2 / (8 * w ^ 3)`. -/
theorem dimer_london_bound {w k : ℝ} (hw : 0 < w) (hk : |k| < w ^ 2) :
    mbdEnergy (dimerRoot w k) (fun _ => w) ≤ -(k ^ 2 / (8 * w ^ 3)) := by
  obtain ⟨hk1, hk2⟩ := abs_lt.mp hk
  have hE : mbdEnergy (dimerRoot w k) (fun _ => w)
      = (√(w ^ 2 + k) + √(w ^ 2 - k) - 2 * w) / 2 := by
    rw [mbdEnergy, Matrix.trace_fin_two, Fin.sum_univ_two]
    change ((√(w ^ 2 + k) + √(w ^ 2 - k)) / 2 + (√(w ^ 2 + k) + √(w ^ 2 - k)) / 2
      - (w + w)) / 2 = _
    ring
  have hp0 : 0 ≤ √(w ^ 2 + k) := Real.sqrt_nonneg _
  have hm0 : 0 ≤ √(w ^ 2 - k) := Real.sqrt_nonneg _
  have hp : √(w ^ 2 + k) * √(w ^ 2 + k) = w ^ 2 + k := Real.mul_self_sqrt (by linarith)
  have hm : √(w ^ 2 - k) * √(w ^ 2 - k) = w ^ 2 - k := Real.mul_self_sqrt (by linarith)
  rw [hE]
  generalize √(w ^ 2 + k) = p at hp0 hp ⊢
  generalize √(w ^ 2 - k) = m at hm0 hm ⊢
  obtain ⟨t, ht⟩ : ∃ t, t = k ^ 2 / (4 * w ^ 3) := ⟨_, rfl⟩
  have htk : 4 * w ^ 3 * t = k ^ 2 := by
    rw [ht]
    field_simp
  have hgoal : k ^ 2 / (8 * w ^ 3) = t / 2 := by
    rw [ht]
    field_simp
    norm_num
  have hk4 : k ^ 2 ≤ w ^ 4 := by
    nlinarith [mul_pos (sub_pos.mpr hk2) (by linarith : 0 < w ^ 2 + k)]
  have htw : t ≤ w / 2 := by
    by_contra h
    have h' := lt_of_not_ge h
    nlinarith [mul_pos (pow_pos hw 3) (sub_pos.mpr h'), pow_pos hw 4]
  -- first bound the product of the two mode frequencies, then their sum
  have hprod : p * m ≤ w ^ 2 - 2 * w * t := by
    refine (sq_le_sq₀ (mul_nonneg hp0 hm0) (by nlinarith)).mp ?_
    have hpm : (p * m) ^ 2 = w ^ 4 - k ^ 2 := by
      calc (p * m) ^ 2 = (p * p) * (m * m) := by ring
        _ = w ^ 4 - k ^ 2 := by rw [hp, hm]; ring
    rw [hpm]
    nlinarith [sq_nonneg (w * t)]
  have hsum : p + m ≤ 2 * w - t := by
    refine (sq_le_sq₀ (add_nonneg hp0 hm0) (by linarith)).mp ?_
    nlinarith [sq_nonneg t]
  rw [hgoal]
  linarith

end

end ManyBodyDispersion
```

The compiler's answer:

```
Main.lean:43:46: error: unsolved goals
w k : ℝ
hw : 0 < w
hk : |k| < w ^ 2
hk1 : -w ^ 2 < k
hk2 : k < w ^ 2
hE : (mbdEnergy (dimerRoot w k) fun x => w) = (√(w ^ 2 + k) + √(w ^ 2 - k) - 2 * w) / 2
p : ℝ
hp0 : 0 ≤ p
hp : p * p = w ^ 2 + k
m : ℝ
hm0 : 0 ≤ m
hm : m * m = w ^ 2 - k
t : ℝ
ht : t = k ^ 2 / (4 * w ^ 3)
htk : 4 * w ^ 3 * t = k ^ 2
⊢ k ^ 2 * 4 * 2 = k ^ 2 * 8
```

This version goes through:

```diff
@@ -44,5 +44,5 @@
     rw [ht]
     field_simp
-    norm_num
+    ring
   have hk4 : k ^ 2 ≤ w ^ 4 := by
     nlinarith [mul_pos (sub_pos.mpr hk2) (by linarith : 0 < w ^ 2 + k)]
```

Cause. The one error is in `hgoal`, the step that rewrites k²/(8w³) as t/2. After `rw [ht]` and `field_simp` have put in the definition of t and cleared the denominators, `norm_num` ends with the goal `k ^ 2 * 4 * 2 = k ^ 2 * 8` still open, and Lean reports it as unsolved.

The equation is true, but its left side is read as `(k ^ 2 * 4) * 2`. The numerals 4 and 2 are not multiplied directly with each other, so there is no product `4 * 2` for `norm_num` to evaluate, and here it does not regroup the factors to make one.

The diff replaces `norm_num` with `ring`, which proves identities in commutative rings by bringing both sides to a common normal form. That collects the numerical factors into a single coefficient, so both sides become 8 times k² and the goal closes.
